# The static structure factor of consecutively occupied plane waves on a finite ring

A lattice code that has built the one-particle density matrix of free fermions can compute the static structure factor from it and compare the output with an exact value at each wave number. This sheet derives that value for non-interacting, spinless fermions on a finite ring with consecutive momenta occupied.

## Ring, waves and density matrix

In Lean 4 with Mathlib:

```lean
import Mathlib

open Finset ComplexConjugate

namespace RingFermionStructureFactor

noncomputable section
```

Take $M\ge 1$ sites $j=0,\dots,M-1$ (`Fin M`) with unit spacing. For an integer $a$, write $e(a)=\exp(2\pi i a/M)$, which is `phase M a`.

```lean
/-- The phase `exp(2πi a/M)` on a ring of `M` sites. -/
def phase (M : ℕ) (a : ℤ) : ℂ := Complex.exp (2 * Real.pi * Complex.I * a / M)
```

The plane wave with integer label $n$ is $\varphi_n(j)=e(nj)/\sqrt M$.

```lean
/-- The normalised plane wave with momentum label `n`, evaluated at site `j`. -/
def planeWave (M : ℕ) (n : ℤ) (j : Fin M) : ℂ :=
  phase M (n * ((j : ℕ) : ℤ)) / (Real.sqrt M : ℝ)
```

For a finite set $s$ of occupied labels, $P_{jk}=\sum_{n\in s}\varphi_n(j)\overline{\varphi_n(k)}$.

```lean
/-- The one-particle density matrix with the plane waves in `s` occupied. -/
def densityMatrix (M : ℕ) (s : Finset ℤ) : Matrix (Fin M) (Fin M) ℂ :=
  fun j k => ∑ n ∈ s, planeWave M n j * conj (planeWave M n k)
```

The exchange sum at wave number $2\pi q/M$ is $X(q)=\sum_{j,k}|P_{jk}|^2e(q(j-k))$.

```lean
/-- The Fourier sum of the squared moduli of the density-matrix entries over all ordered pairs of
sites. -/
def exchangeSum (M : ℕ) (s : Finset ℤ) (q : ℤ) : ℂ :=
  ∑ j : Fin M, ∑ k : Fin M, ((‖densityMatrix M s j k‖ ^ 2 : ℝ) : ℂ) *
    phase M (q * (((j : ℕ) : ℤ) - ((k : ℕ) : ℤ)))
```

With $|s|$ particles, the structure factor is $S(q)=1-X(q)/|s|$, typed as a complex number.

```lean
/-- The static structure factor: one minus the exchange sum per particle. -/
def structureFactor (M : ℕ) (s : Finset ℤ) (q : ℤ) : ℂ :=
  1 - 1 / (s.card : ℂ) * exchangeSum M s q
```

## Phases

**(a)** Show that $e(a+b)=e(a)e(b)$.

The exponents add.

```lean
lemma phase_add (M : ℕ) (a b : ℤ) : phase M (a + b) = phase M a * phase M b := by
  unfold phase
  rw [← Complex.exp_add]
  congr 1
  push_cast
  ring
```

**(b)** Show that $\overline{e(a)}=e(-a)$.

The exponent is imaginary, so conjugation reverses its sign.

```lean
lemma conj_phase (M : ℕ) (a : ℤ) : conj (phase M a) = phase M (-a) := by
  unfold phase
  rw [← Complex.exp_conj]
  congr 1
  simp only [map_div₀, map_mul, map_ofNat, Complex.conj_ofReal, Complex.conj_I,
    map_intCast, map_natCast, Int.cast_neg]
  ring
```

**(c)** Show that $e(a)=1$ exactly when $M\mid a$.

An exponential is 1 exactly when its exponent is $2\pi i n$ with $n$ an integer. Here that means $a=Mn$.

```lean
lemma phase_eq_one_iff {M : ℕ} (hM : M ≠ 0) (a : ℤ) : phase M a = 1 ↔ (M : ℤ) ∣ a := by
  have hc : (M : ℂ) ≠ 0 := Nat.cast_ne_zero.2 hM
  unfold phase
  rw [Complex.exp_eq_one_iff]
  constructor
  · rintro ⟨n, hn⟩
    refine ⟨n, ?_⟩
    rw [div_eq_iff hc] at hn
    have h : (a : ℂ) = M * n := by
      apply mul_left_cancel₀ Complex.two_pi_I_ne_zero
      linear_combination hn
    exact_mod_cast h
  · rintro ⟨n, rfl⟩
    refine ⟨n, ?_⟩
    rw [div_eq_iff hc]
    push_cast
    ring
```

**(d)** Show that $\sum_{j=0}^{M-1}e(aj)$ is $M$ if $M\mid a$, and 0 otherwise.

Since $e(aj)=e(a)^j$, every term is 1 in the first case. In the second, $e(a)\ne1$ and the geometric sum is
$$\frac{e(a)^M-1}{e(a)-1}=0,$$
because $e(a)^M=e(aM)=1$. The code separates the cases with `split_ifs` and uses `geom_sum_eq`.

```lean
/-- The phases of a wave summed around the ring give `M` if its label is a multiple
of `M`, and zero otherwise. -/
theorem sum_phase {M : ℕ} (hM : M ≠ 0) (a : ℤ) :
    ∑ j : Fin M, phase M (a * ((j : ℕ) : ℤ)) = if (M : ℤ) ∣ a then (M : ℂ) else 0 := by
  have hp : ∀ j : ℕ, phase M (a * (j : ℤ)) = phase M a ^ j := by
    intro j
    unfold phase
    rw [← Complex.exp_nat_mul]
    congr 1
    push_cast
    ring
  simp only [hp]
  rw [Fin.sum_univ_eq_sum_range (fun j => phase M a ^ j) M]
  split_ifs with h
  · rw [(phase_eq_one_iff hM a).2 h]
    simp
  · have h1 : phase M a ≠ 1 := fun e => h ((phase_eq_one_iff hM a).1 e)
    rw [geom_sum_eq h1, ← hp, (phase_eq_one_iff hM _).2 (dvd_mul_left _ _)]
    simp
```

## Orthogonality and projection

**(e)** Show that $\varphi_n(j)\overline{\varphi_m(k)}=e(nj-mk)/M$.

Use (b), then (a); the two square roots multiply to $M$.

```lean
lemma wave_mul (M : ℕ) (n m : ℤ) (j k : Fin M) :
    planeWave M n j * conj (planeWave M m k) =
      phase M (n * ((j : ℕ) : ℤ) - m * ((k : ℕ) : ℤ)) / M := by
  unfold planeWave
  rw [map_div₀, conj_phase, Complex.conj_ofReal, div_mul_div_comm, ← phase_add,
    ← Complex.ofReal_mul, Real.mul_self_sqrt (Nat.cast_nonneg M),
    Complex.ofReal_natCast, sub_eq_add_neg]
```

**(f)** Show that $\sum_l\varphi_m(l)\overline{\varphi_n(l)}$ is 1 if $M\mid m-n$, and 0 otherwise.

By (e) the sum is $\frac1M\sum_l e((m-n)l)$, and (d) evaluates it.

```lean
/-- Plane waves are orthonormal, with labels identified modulo `M`. -/
theorem planeWave_orthonormal {M : ℕ} (hM : M ≠ 0) (m n : ℤ) :
    ∑ l : Fin M, planeWave M m l * conj (planeWave M n l) =
      if (M : ℤ) ∣ m - n then 1 else 0 := by
  have hc : (M : ℂ) ≠ 0 := Nat.cast_ne_zero.2 hM
  simp_rw [wave_mul, ← sub_mul]
  rw [← Finset.sum_div, sum_phase hM]
  split_ifs
  · exact div_self hc
  · exact zero_div _
```

**(g)** For $s=\{a,\dots,a+N-1\}$ with $N\le M$, show that $P^2=P$.

Exchanging sums gives
$$(P^2)_{jk}=\sum_{n,m\in s}\varphi_n(j)\overline{\varphi_m(k)}\sum_l\varphi_m(l)\overline{\varphi_n(l)}.$$
Distinct labels in $s$ differ by less than $M$, so by (f) the inner sum is $\delta_{nm}$, leaving $P_{jk}$. The block is `Ico a (a + N)`, which excludes its upper end.

```lean
/-- With at most `M` consecutive plane waves occupied, the density matrix is idempotent. -/
theorem densityMatrix_idempotent {M N : ℕ} (hM : M ≠ 0) (hNM : N ≤ M) (a : ℤ) :
    densityMatrix M (Ico a (a + N)) * densityMatrix M (Ico a (a + N)) =
      densityMatrix M (Ico a (a + N)) := by
  have hNM' : (N : ℤ) ≤ M := by exact_mod_cast hNM
  ext j k
  rw [Matrix.mul_apply]
  calc _ = ∑ l : Fin M, ∑ n ∈ Ico a (a + N), ∑ m ∈ Ico a (a + N),
        planeWave M n j * conj (planeWave M m k) *
          (planeWave M m l * conj (planeWave M n l)) := by
        refine sum_congr rfl fun l _ => ?_
        unfold densityMatrix
        rw [Finset.sum_mul_sum]
        refine sum_congr rfl fun n _ => sum_congr rfl fun m _ => ?_
        ring
    _ = ∑ n ∈ Ico a (a + N), ∑ m ∈ Ico a (a + N),
        planeWave M n j * conj (planeWave M m k) *
          ∑ l : Fin M, planeWave M m l * conj (planeWave M n l) := by
        rw [Finset.sum_comm]
        refine sum_congr rfl fun n _ => ?_
        rw [Finset.sum_comm]
        exact sum_congr rfl fun m _ => (Finset.mul_sum _ _ _).symm
    _ = _ := by
        refine sum_congr rfl fun n hn => ?_
        rw [Finset.sum_eq_single n]
        · rw [planeWave_orthonormal hM]
          simp
        · intro m hm hmn
          rw [planeWave_orthonormal hM, if_neg, mul_zero]
          -- distinct occupied labels differ by less than M
          rintro ⟨c, hc⟩
          rw [mem_Ico] at hn hm
          have h1 : -1 < c := by by_contra h; nlinarith
          have h2 : c < 1 := by by_contra h; nlinarith
          have h3 : c = 0 := by omega
          subst h3
          apply hmn
          linarith
        · exact fun h => absurd hn h
```

## Density correlations

**(h)** For nonempty $s$, show that
$$S(q)=\frac1{|s|}\sum_{j,k}\left(\delta_{jk}P_{jj}-|P_{jk}|^2\right)e(q(j-k)).$$

In the first term $j=k$, so the phase is 1 and the sum is the trace. By (f), $\sum_jP_{jj}=|s|$, which contributes 1. The second term is $-X(q)/|s|$.

If the labels in $s$ are distinct modulo $M$, the occupied waves form a Slater determinant, and Wick's theorem identifies the bracket with its density covariance; the code does not prove that identification.

```lean
/-- For a nonempty set of labels, the structure factor is the Fourier sum, per particle, of the
density correlation `δⱼₖ Pⱼⱼ - |Pⱼₖ|²`. -/
theorem structureFactor_eq_correlation {M : ℕ} (hM : M ≠ 0) {s : Finset ℤ}
    (hs : s.Nonempty) (q : ℤ) :
    structureFactor M s q = 1 / (s.card : ℂ) * ∑ j : Fin M, ∑ k : Fin M,
      ((if j = k then densityMatrix M s j j else 0) -
        ((‖densityMatrix M s j k‖ ^ 2 : ℝ) : ℂ)) *
        phase M (q * (((j : ℕ) : ℤ) - ((k : ℕ) : ℤ))) := by
  have hc : (s.card : ℂ) ≠ 0 := Nat.cast_ne_zero.2 hs.card_pos.ne'
  have h0 : phase M 0 = 1 := (phase_eq_one_iff hM 0).2 (dvd_zero _)
  -- the trace of P is the particle number
  have tr : ∑ j : Fin M, densityMatrix M s j j = s.card := by
    unfold densityMatrix
    rw [Finset.sum_comm]
    simp [planeWave_orthonormal hM]
  simp only [sub_mul, Finset.sum_sub_distrib, ite_mul, zero_mul, Finset.sum_ite_eq,
    Finset.mem_univ, if_true, sub_self, mul_zero, h0, mul_one]
  rw [tr, mul_sub, one_div_mul_cancel hc]
  rfl
```

## Counting pairs

**(i)** Show that $X(q)$ is the number of ordered pairs $(n,m)\in s\times s$ with $M\mid n-m+q$.

Expand $|P_{jk}|^2=P_{jk}\overline{P_{jk}}$ with (e) and set $r=n-m+q$:
$$X(q)=\frac1{M^2}\sum_{n,m\in s}\Big(\sum_je(rj)\Big)\Big(\sum_ke(-rk)\Big).$$
By (d), a pair contributes $M^2/M^2=1$ if $M\mid r$, and 0 otherwise. In the code, `hjk` is the expansion, and `Finset.sum_comm` moves the site sums inside.

```lean
/-- For any set of occupied labels, the exchange sum counts the ordered pairs of occupied
labels `(n, m)` with `m = n + q` modulo `M`. -/
theorem exchangeSum_eq_card {M : ℕ} (hM : M ≠ 0) (s : Finset ℤ) (q : ℤ) :
    exchangeSum M s q =
      (((s ×ˢ s).filter (fun p => (M : ℤ) ∣ p.1 - p.2 + q)).card : ℂ) := by
  have hc : (M : ℂ) ≠ 0 := Nat.cast_ne_zero.2 hM
  have hjk : ∀ j k : Fin M, ((‖densityMatrix M s j k‖ ^ 2 : ℝ) : ℂ) *
      phase M (q * (((j : ℕ) : ℤ) - ((k : ℕ) : ℤ))) =
      ∑ p ∈ s ×ˢ s, phase M ((p.1 - p.2 + q) * ((j : ℕ) : ℤ)) *
        phase M (-(p.1 - p.2 + q) * ((k : ℕ) : ℤ)) / (M : ℂ) ^ 2 := by
    intro j k
    rw [← Complex.normSq_eq_norm_sq, ← Complex.mul_conj]
    unfold densityMatrix
    rw [map_sum, Finset.sum_mul_sum, Finset.sum_product, Finset.sum_mul]
    refine sum_congr rfl fun n _ => ?_
    rw [Finset.sum_mul]
    refine sum_congr rfl fun m _ => ?_
    rw [wave_mul, wave_mul, map_div₀, conj_phase, map_natCast]
    have h : phase M ((n - m + q) * ((j : ℕ) : ℤ)) *
        phase M (-(n - m + q) * ((k : ℕ) : ℤ)) =
        phase M (n * ((j : ℕ) : ℤ) - n * ((k : ℕ) : ℤ)) *
        phase M (-(m * ((j : ℕ) : ℤ) - m * ((k : ℕ) : ℤ))) *
        phase M (q * (((j : ℕ) : ℤ) - ((k : ℕ) : ℤ))) := by
      simp only [← phase_add]
      congr 1
      ring
    rw [h]
    ring
  unfold exchangeSum
  simp_rw [hjk]
  rw [← Finset.sum_boole]
  -- carry out the two site sums for each pair of labels
  rw [sum_congr rfl fun j _ => Finset.sum_comm, Finset.sum_comm]
  refine sum_congr rfl fun p _ => ?_
  simp_rw [← Finset.sum_div]
  rw [← Finset.sum_mul_sum, sum_phase hM, sum_phase hM]
  simp only [dvd_neg]
  split_ifs
  · rw [← pow_two]
    exact div_self (pow_ne_zero 2 hc)
  · simp
```

**(j)** For the block in (g) and $0\le q\le M$, show that this number is $N-\min(q,M-q,N,M-N)$.

Any pair has $|n-m|<M$, so $-M<n-m+q<2M$, and divisibility leaves two cases:

- $m=n+q$, with $a\le n<a+N-q$: $\max(N-q,0)$ pairs.
- $m=n+q-M$, with $a+M-q\le n<a+N$: $\max(N-M+q,0)$ pairs.

The cases are disjoint. If both counts are positive, they total $2N-M=N-(M-N)$. If only one is, the total is $N-q$ or $N-(M-q)$. If neither is, it is $0=N-N$. Each time the subtracted number is the minimum. The code proves the split as `hset`, and `omega` settles the arithmetic.

```lean
/-- For `N ≤ M` and `0 ≤ q ≤ M`, the number of ordered pairs in a block of `N` consecutive labels
related by a shift `q` modulo `M` is `N - min(q, M-q, N, M-N)`. -/
theorem card_shifted_pairs {M N : ℕ} (hM : M ≠ 0) (hNM : N ≤ M) (a : ℤ) {q : ℤ}
    (hq : 0 ≤ q) (hqM : q ≤ M) :
    ((((Ico a (a + N)) ×ˢ (Ico a (a + N))).filter
      (fun p => (M : ℤ) ∣ p.1 - p.2 + q)).card : ℤ) =
      N - min (min q (M - q)) (min (N : ℤ) (M - N)) := by
  have hNM' : (N : ℤ) ≤ M := by exact_mod_cast hNM
  -- the shifted label either stays in the block directly or wraps once around the ring
  have hset : ((Ico a (a + N)) ×ˢ (Ico a (a + N))).filter
      (fun p => (M : ℤ) ∣ p.1 - p.2 + q) =
      (Ico a (a + N - q)).image (fun n => (n, n + q)) ∪
      (Ico (a + M - q) (a + N)).image (fun n => (n, n + q - M)) := by
    ext ⟨n, m⟩
    simp only [mem_filter, mem_product, mem_Ico, mem_union, mem_image, Prod.mk.injEq]
    constructor
    · rintro ⟨⟨hn, hm⟩, c, hc⟩
      have h1 : -1 < c := by by_contra h; nlinarith
      have h2 : c < 2 := by by_contra h; nlinarith
      have h3 : c = 0 ∨ c = 1 := by omega
      rcases h3 with rfl | rfl
      · exact Or.inl ⟨n, by omega, rfl, by omega⟩
      · exact Or.inr ⟨n, by omega, rfl, by omega⟩
    · rintro (⟨x, hx, rfl, rfl⟩ | ⟨x, hx, rfl, rfl⟩)
      · exact ⟨⟨by omega, by omega⟩, 0, by ring⟩
      · exact ⟨⟨by omega, by omega⟩, 1, by ring⟩
  rw [hset, card_union_of_disjoint, card_image_of_injective, card_image_of_injective,
    Int.card_Ico, Int.card_Ico]
  · push_cast
    omega
  · intro x y h
    exact (Prod.mk.inj h).1
  · intro x y h
    exact (Prod.mk.inj h).1
  · rw [Finset.disjoint_left]
    rintro ⟨n, m⟩ h1 h2
    simp only [mem_image, Prod.mk.injEq] at h1 h2
    obtain ⟨x, _, hx, hx'⟩ := h1
    obtain ⟨y, _, hy, hy'⟩ := h2
    omega
```

## The structure factor

**(k)** For $1\le N\le M$ and $0\le q\le M$, show that the block has
$$S(q)=\frac{\min(q,M-q,N,M-N)}{N}.$$

Write $\mu$ for the minimum. By (i) and (j), $S(q)=1-(N-\mu)/N=\mu/N$. The minimum is taken in the integers, and the starting label $a$ is arbitrary.

```lean
/-- For `N` consecutive plane waves occupied on an `M`-site ring, the static structure
factor at integer `0 ≤ q ≤ M` is `min(q, M-q, N, M-N)/N`. -/
theorem structureFactor_consecutive {M N : ℕ} (hN : 1 ≤ N) (hNM : N ≤ M) (a : ℤ)
    {q : ℤ} (hq : 0 ≤ q) (hqM : q ≤ M) :
    structureFactor M (Ico a (a + N)) q =
      ((min (min q (M - q)) (min (N : ℤ) (M - N)) : ℤ) : ℂ) / N := by
  have hM : M ≠ 0 := by omega
  have hc : (N : ℂ) ≠ 0 := Nat.cast_ne_zero.2 (by omega)
  have hcard : (Ico a (a + N)).card = N := by
    rw [Int.card_Ico]
    omega
  have h := congrArg (fun z : ℤ => (z : ℂ)) (card_shifted_pairs hM hNM a hq hqM)
  simp only [Int.cast_natCast, Int.cast_sub] at h
  unfold structureFactor
  rw [exchangeSum_eq_card hM, hcard, h, one_div, mul_sub, inv_mul_cancel₀ hc]
  ring

end

end RingFermionStructureFactor
```

```lean
#print axioms RingFermionStructureFactor.densityMatrix_idempotent
#print axioms RingFermionStructureFactor.structureFactor_eq_correlation
#print axioms RingFermionStructureFactor.structureFactor_consecutive
```

```
'RingFermionStructureFactor.densityMatrix_idempotent' depends on axioms: [propext, Classical.choice, Quot.sound]
'RingFermionStructureFactor.structureFactor_eq_correlation' depends on axioms: [propext, Classical.choice, Quot.sound]
'RingFermionStructureFactor.structureFactor_consecutive' depends on axioms: [propext, Classical.choice, Quot.sound]
```

## Range of $q$ and choice of labels

Without $q\le M$ the formula fails: for $M=2$, $N=1$, $q=3$ no pair is counted, so $S=1$, while the formula gives $-1$. Gaps in the occupation can also break it: for $M=4$, labels $\{0,2\}$ and $q=2$, two pairs are counted, so $S=0$ instead of 1.

Labels and $q$ could have been modelled as residues modulo $M$. The range condition would then disappear, with $\min(q,M-q)$ read as the distance from $q$ to 0 around the ring, but a consecutive block would need a cyclic definition.
